# The bulk modulus vanishes as the square root of the pressure distance at a spinodal where the isotherm has nonzero curvature

Let $P(V)$ be the pressure along an isotherm, and let $B(V) = -V P'(V)$ be the isothermal bulk modulus. I call $V_s > 0$ a spinodal volume if $P'(V_s) = 0$, and I assume that $P$ is twice continuously differentiable near $V_s$ with $P''(V_s) \neq 0$. The claim I have in mind is

$$\frac{B(V)^2}{P(V) - P(V_s)} \longrightarrow 2 V_s^2 P''(V_s) \qquad (V \to V_s),$$

so that $B$ goes to zero as the square root of the pressure distance to the spinodal. The usual argument expands both quantities to leading order and divides. Can this be made rigorous, including the division by a quantity that itself tends to zero, and checked by machine?

## Leading powers of the volume difference

Yes, and slightly less smoothness is enough: $P$ is differentiable near $V_s$, and $P'$ has a derivative $a \neq 0$ at $V_s$. For a twice continuously differentiable isotherm, $a = P''(V_s)$. Write $P_s = P(V_s)$ and $x = V - V_s$, with $x \neq 0$ throughout.

**The bulk modulus is linear in $x$ to leading order.** Since $P'(V_s) = 0$, the definition of the derivative of $P'$ gives

$$\frac{P'(V)}{x} = \frac{P'(V) - P'(V_s)}{V - V_s} \to a, \qquad \frac{B(V)}{x} = -V\,\frac{P'(V)}{x} \to -V_s a.$$

**The pressure difference is quadratic in $x$ to leading order.** Both $P(V) - P_s$ and $x^2$ tend to zero. Their derivatives are $P'(V)$ and $2x$, and $2x \neq 0$. The quotient of the derivatives tends to $a/2$, so by L'Hôpital's rule

$$\frac{P(V) - P_s}{x^2} \to \frac{a}{2}.$$

Multiplying by $a$ gives the limit $a^2/2 > 0$. Close to $V_s$, therefore, $P(V) - P_s$ is nonzero and has the sign of $a$, which makes the division legitimate.

**The powers of $x$ cancel.** Dividing the square of the first limit by the second gives

$$\frac{B^2}{P - P_s} = \frac{(B/x)^2}{(P - P_s)/x^2} \to \frac{V_s^2 a^2}{a/2} = 2 V_s^2 a.$$

Taking absolute values and then roots, with $V_s > 0$, gives

$$\frac{|B|}{\sqrt{|P - P_s|}} \to V_s\sqrt{2|a|}.$$

If $a > 0$, the isotherm has a pressure minimum at $V_s$. For $V$ just below $V_s$, $B/x$ is close to $-V_s a < 0$ and $x < 0$, so $B > 0$. The pressure difference is positive too, and the absolute values can be removed.

## A parabola, a cubic and the van der Waals fluid

The simplest isotherm of this kind is $P = P_s + \tfrac{a}{2}(V - V_s)^2$. Here $B = -aV(V - V_s)$, and for $V \neq V_s$ the quotient is exactly $2aV^2$, which tends to $2aV_s^2$.

The condition $a \neq 0$ fixes the exponent. Take $P = P_s - (V - V_s)^3$, for which $P'(V_s) = P''(V_s) = 0$. Then $B = 3V(V - V_s)^2 = 3V\,|P - P_s|^{2/3}$, so $B$ vanishes with the power $2/3$ and not $1/2$. The pressure difference also changes sign at $V_s$. These two examples are checked by substitution and are not in the file.

For the van der Waals fluid in units of its critical constants, with reduced temperature $T$,

$$P = \frac{8T}{3V - 1} - \frac{3}{V^2}, \qquad P' = -\frac{24T}{(3V - 1)^2} + \frac{6}{V^3}.$$

The slope vanishes at $V_s > 1/3$ when $T = (3V_s - 1)^2/(4V_s^3)$. Differentiating again and inserting this temperature gives

$$a = \frac{144T}{(3V_s - 1)^3} - \frac{18}{V_s^4} = \frac{36}{V_s^3(3V_s - 1)} - \frac{18}{V_s^4} = \frac{18(1 - V_s)}{V_s^4(3V_s - 1)}.$$

The limit of $B^2/(P - P_s)$ is then $36(1 - V_s)/(V_s^2(3V_s - 1))$. It goes to zero as $V_s \to 1$, the critical volume, where the curvature vanishes.

## What the Lean theorems say

An isotherm is a function `P : ℝ → ℝ` at a fixed temperature, and `bulkModulus P V` is `-V * deriv P V`. The predicate `IsSpinodal P Vs a` collects four conditions:

- `smooth`: $P$ is differentiable at all volumes near $V_s$, so that `deriv P` is the true slope there.
- `flat`: the slope is zero at $V_s$. Physically, the inverse compressibility vanishes, which marks the limit of mechanical stability.
- `curved`: $P'$ has derivative $a$ at $V_s$.
- `nondegenerate`: $a \neq 0$, so the isotherm has an extremum at $V_s$ and not an inflection of the kind found at a critical point.

The filter `𝓝[≠] Vs` stands for volumes that approach $V_s$ from either side without reaching it, and `𝓝[<] Vs` for approach from below. The theorem `bulkModulus_sq_div_pressure` is the limit you asked about. It does not assume $V_s > 0$, whereas `bulkModulus_sqrt_law` and `compressed_branch` do. For $a < 0$, a pressure maximum, both the quotient and its limit are negative, and the root law is stated with absolute values.

The result assumes that the isotherm continues smoothly through the spinodal, as it does in a mean-field equation of state. It gives no error bound at finite distance, and it does not derive the stability criterion from a free energy. For a smooth single-phase equation of state fitted to simulation data, it implies that, if $a \neq 0$, the curve of $B^2$ against $P$ reaches the spinodal of that fit with a tangent of slope $2V_s^2 a$; fluctuations, nucleation and shear instabilities are not part of the model.

```lean
import Mathlib

open Filter Topology

namespace SpinodalBulkModulus

noncomputable section

/-- The isothermal bulk modulus `B(V) = -V P'(V)` of an isotherm `P`. -/
def bulkModulus (P : ℝ → ℝ) (V : ℝ) : ℝ := -V * deriv P V

/-- The isotherm `P` is differentiable near `Vs`, has zero slope at `Vs`, and has there the
nonzero second derivative `a`. -/
structure IsSpinodal (P : ℝ → ℝ) (Vs a : ℝ) : Prop where
  smooth : ∀ᶠ V in 𝓝 Vs, DifferentiableAt ℝ P V
  flat : deriv P Vs = 0
  curved : HasDerivAt (deriv P) a Vs
  nondegenerate : a ≠ 0

variable {P : ℝ → ℝ} {Vs a : ℝ}

/-- To leading order near a spinodal, the slope of the isotherm is linear in `V - Vs`, with
coefficient `a`. -/
theorem slope_linear (hs : IsSpinodal P Vs a) :
    Tendsto (fun V => deriv P V / (V - Vs)) (𝓝[≠] Vs) (𝓝 a) := by
  have h := hasDerivAt_iff_tendsto_slope.mp hs.curved
  refine h.congr fun V => ?_
  rw [slope_def_field, hs.flat, sub_zero]

/-- To leading order near a spinodal, the bulk modulus is linear in `V - Vs`, with coefficient `-Vs
a`. -/
theorem bulkModulus_linear (hs : IsSpinodal P Vs a) :
    Tendsto (fun V => bulkModulus P V / (V - Vs)) (𝓝[≠] Vs) (𝓝 (-Vs * a)) := by
  have hV : Tendsto (fun V : ℝ => -V) (𝓝[≠] Vs) (𝓝 (-Vs)) :=
    (continuous_neg.tendsto Vs).mono_left nhdsWithin_le_nhds
  refine (hV.mul (slope_linear hs)).congr fun V => ?_
  unfold bulkModulus
  ring

/-- To leading order near a spinodal, the pressure difference is quadratic in `V - Vs`, with
coefficient `a / 2`. -/
theorem pressure_quadratic (hs : IsSpinodal P Vs a) :
    Tendsto (fun V => (P V - P Vs) / (V - Vs) ^ 2) (𝓝[≠] Vs) (𝓝 (a / 2)) := by
  have hg : ∀ V : ℝ, HasDerivAt (fun x : ℝ => (x - Vs) ^ 2) (2 * (V - Vs)) V := fun V =>
    (((hasDerivAt_id' V).sub_const Vs).fun_pow 2).congr_deriv (by push_cast; ring)
  have hP0 : Tendsto (fun V => P V - P Vs) (𝓝[≠] Vs) (𝓝 0) := by
    have h := (hs.smooth.self_of_nhds.continuousAt.tendsto).sub_const (P Vs)
    rw [sub_self] at h
    exact h.mono_left nhdsWithin_le_nhds
  have hg0 : Tendsto (fun V : ℝ => (V - Vs) ^ 2) (𝓝[≠] Vs) (𝓝 0) := by
    have h : Tendsto (fun V : ℝ => (V - Vs) ^ 2) (𝓝 Vs) (𝓝 ((Vs - Vs) ^ 2)) :=
      (hg Vs).continuousAt.tendsto
    have e : (Vs - Vs) ^ 2 = 0 := by ring
    rw [e] at h
    exact h.mono_left nhdsWithin_le_nhds
  -- L'Hôpital's rule reduces the claim to the linear law for the slope
  refine HasDerivAt.lhopital_zero_nhdsNE (f' := deriv P) (g' := fun V => 2 * (V - Vs))
    ?_ (Eventually.of_forall hg) ?_ hP0 hg0 ?_
  · filter_upwards [hs.smooth.filter_mono nhdsWithin_le_nhds] with V hV
    exact hV.hasDerivAt.sub_const _
  · filter_upwards [self_mem_nhdsWithin] with V hV
    exact mul_ne_zero two_ne_zero (sub_ne_zero.mpr hV)
  · refine ((slope_linear hs).div_const 2).congr fun V => ?_
    rw [div_div, mul_comm]

/-- At volumes close to but different from `Vs`, the pressure difference `P(V) - P(Vs)` is
nonzero and has the sign of `a`. -/
theorem pressure_sign (hs : IsSpinodal P Vs a) :
    ∀ᶠ V in 𝓝[≠] Vs, 0 < a * (P V - P Vs) := by
  have hpos : 0 < a * (a / 2) := by
    have := mul_self_pos.mpr hs.nondegenerate
    linarith
  filter_upwards [((pressure_quadratic hs).const_mul a).eventually (lt_mem_nhds hpos),
    self_mem_nhdsWithin] with V h hV
  have hd : V - Vs ≠ 0 := sub_ne_zero.mpr hV
  have e : a * (P V - P Vs) = a * ((P V - P Vs) / (V - Vs) ^ 2) * (V - Vs) ^ 2 := by
    rw [mul_assoc, div_mul_cancel₀ _ (pow_ne_zero 2 hd)]
  rw [e]
  exact mul_pos h (by positivity)

/-- As the volume tends to a spinodal, the squared bulk modulus divided by the pressure
difference tends to `2 Vs² P''(Vs)`. -/
theorem bulkModulus_sq_div_pressure (hs : IsSpinodal P Vs a) :
    Tendsto (fun V => bulkModulus P V ^ 2 / (P V - P Vs)) (𝓝[≠] Vs)
      (𝓝 (2 * Vs ^ 2 * a)) := by
  have ha := hs.nondegenerate
  have h := ((bulkModulus_linear hs).pow 2).div (pressure_quadratic hs)
    (div_ne_zero ha two_ne_zero)
  have e : (-Vs * a) ^ 2 / (a / 2) = 2 * Vs ^ 2 * a := by
    rw [div_eq_iff (div_ne_zero ha two_ne_zero)]
    ring
  rw [e] at h
  -- the common factor (V - Vs)² cancels away from the spinodal
  refine h.congr' ?_
  filter_upwards [self_mem_nhdsWithin] with V hV
  have hd : V - Vs ≠ 0 := sub_ne_zero.mpr hV
  simp only [Pi.div_apply]
  rw [div_pow, div_div_div_cancel_right₀ (pow_ne_zero 2 hd)]

/-- For `Vs > 0`, the magnitude of the bulk modulus vanishes as the square root of the pressure
distance to the spinodal, with amplitude `Vs √(2|a|)`. -/
theorem bulkModulus_sqrt_law (hs : IsSpinodal P Vs a) (hV : 0 < Vs) :
    Tendsto (fun V => |bulkModulus P V| / √|P V - P Vs|) (𝓝[≠] Vs)
      (𝓝 (Vs * √(2 * |a|))) := by
  have h := (Real.continuous_sqrt.tendsto _).comp (bulkModulus_sq_div_pressure hs).abs
  have e : |2 * Vs ^ 2 * a| = Vs ^ 2 * (2 * |a|) := by
    rw [abs_mul, abs_of_nonneg (by positivity : 0 ≤ 2 * Vs ^ 2)]
    ring
  rw [e, Real.sqrt_mul (sq_nonneg Vs), Real.sqrt_sq hV.le] at h
  refine h.congr fun V => ?_
  simp only [Function.comp_apply]
  rw [abs_div, Real.sqrt_div (abs_nonneg _), abs_of_nonneg (sq_nonneg (bulkModulus P V)),
    Real.sqrt_sq_eq_abs]

/-- If `Vs > 0` and the isotherm has a pressure minimum at `Vs` (`a > 0`), then just below `Vs` the
bulk modulus and the pressure difference are positive, and `B / √(P - P(Vs))` tends to `Vs √(2a)`.
-/
theorem compressed_branch (hs : IsSpinodal P Vs a) (hV : 0 < Vs) (ha : 0 < a) :
    (∀ᶠ V in 𝓝[<] Vs, 0 < bulkModulus P V ∧ P Vs < P V) ∧
      Tendsto (fun V => bulkModulus P V / √(P V - P Vs)) (𝓝[<] Vs)
        (𝓝 (Vs * √(2 * a))) := by
  have hle : 𝓝[<] Vs ≤ 𝓝[≠] Vs := nhdsWithin_mono Vs fun V hV => ne_of_lt hV
  have hneg : -Vs * a < 0 := by nlinarith [mul_pos hV ha]
  have hpos : ∀ᶠ V in 𝓝[<] Vs, 0 < bulkModulus P V ∧ P Vs < P V := by
    filter_upwards [((bulkModulus_linear hs).eventually (gt_mem_nhds hneg)).filter_mono hle,
      (pressure_sign hs).filter_mono hle, self_mem_nhdsWithin] with V h1 h2 h3
    have hd : V - Vs < 0 := sub_neg.mpr h3
    refine ⟨?_, sub_pos.mp (pos_of_mul_pos_right h2 ha.le)⟩
    have := mul_pos_of_neg_of_neg h1 hd
    rwa [div_mul_cancel₀ _ hd.ne] at this
  refine ⟨hpos, ?_⟩
  have h := (bulkModulus_sqrt_law hs hV).mono_left hle
  rw [abs_of_pos ha] at h
  refine h.congr' ?_
  filter_upwards [hpos] with V hB
  rw [abs_of_pos hB.1, abs_of_pos (sub_pos.mpr hB.2)]

/-- The van der Waals isotherm at temperature `T`, in units of the critical constants. -/
def vdwPressure (T V : ℝ) : ℝ := 8 * T / (3 * V - 1) - 3 / V ^ 2

/-- The reduced temperature `(3V - 1)² / (4V³)` assigned to the reduced volume `V`. -/
def vdwSpinodalTemp (V : ℝ) : ℝ := (3 * V - 1) ^ 2 / (4 * V ^ 3)

/-- The slope of the van der Waals isotherm at reduced volumes above `1/3`. -/
theorem vdw_hasDerivAt (T : ℝ) {V : ℝ} (hV : 1 / 3 < V) :
    HasDerivAt (vdwPressure T) (-24 * T / (3 * V - 1) ^ 2 + 6 / V ^ 3) V := by
  have h0 : V ≠ 0 := by linarith
  have hne : 3 * V - 1 ≠ 0 := by linarith
  have h1 : HasDerivAt (fun x : ℝ => 3 * x - 1) 3 V :=
    (((hasDerivAt_id' V).const_mul (3 : ℝ)).sub_const 1).congr_deriv (by ring)
  have h2 : HasDerivAt (fun x : ℝ => x ^ 2) (2 * V) V :=
    (hasDerivAt_pow 2 V).congr_deriv (by push_cast; ring)
  have h := ((hasDerivAt_const V (8 * T)).fun_div h1 hne).fun_sub
    ((hasDerivAt_const V (3 : ℝ)).fun_div h2 (pow_ne_zero 2 h0))
  exact h.congr_deriv (by field_simp; ring)

/-- Every reduced volume `Vs > 1/3` other than `1` is a spinodal point of the van der Waals
isotherm at temperature `(3Vs - 1)² / (4Vs³)`. -/
theorem vdw_isSpinodal_witness (hV : 1 / 3 < Vs) (hc : Vs ≠ 1) :
    IsSpinodal (vdwPressure (vdwSpinodalTemp Vs)) Vs
      (18 * (1 - Vs) / (Vs ^ 4 * (3 * Vs - 1))) := by
  have h0 : Vs ≠ 0 := by linarith
  have hne : 3 * Vs - 1 ≠ 0 := by linarith
  refine ⟨?_, ?_, ?_, ?_⟩
  · filter_upwards [lt_mem_nhds hV] with V h
    exact (vdw_hasDerivAt _ h).differentiableAt
  · rw [(vdw_hasDerivAt _ hV).deriv]
    unfold vdwSpinodalTemp
    field_simp
    ring
  · -- differentiate the explicit slope once more
    have h1 : HasDerivAt (fun x : ℝ => 3 * x - 1) 3 Vs :=
      (((hasDerivAt_id' Vs).const_mul (3 : ℝ)).sub_const 1).congr_deriv (by ring)
    have h2 : HasDerivAt (fun x : ℝ => (3 * x - 1) ^ 2) (6 * (3 * Vs - 1)) Vs :=
      (h1.fun_pow 2).congr_deriv (by push_cast; ring)
    have h3 : HasDerivAt (fun x : ℝ => x ^ 3) (3 * Vs ^ 2) Vs :=
      (hasDerivAt_pow 3 Vs).congr_deriv (by push_cast; ring)
    have h := ((hasDerivAt_const Vs (-24 * vdwSpinodalTemp Vs)).fun_div h2
      (pow_ne_zero 2 hne)).fun_add
      ((hasDerivAt_const Vs (6 : ℝ)).fun_div h3 (pow_ne_zero 3 h0))
    refine (h.congr_of_eventuallyEq ?_).congr_deriv ?_
    · filter_upwards [lt_mem_nhds hV] with V hV'
      exact (vdw_hasDerivAt _ hV').deriv
    · unfold vdwSpinodalTemp
      field_simp
      ring
  · exact div_ne_zero (mul_ne_zero (by norm_num) (sub_ne_zero.mpr hc.symm))
      (mul_ne_zero (pow_ne_zero 4 h0) hne)

end

end SpinodalBulkModulus
```

```lean
#print axioms SpinodalBulkModulus.bulkModulus_sqrt_law
#print axioms SpinodalBulkModulus.compressed_branch
```

```
'SpinodalBulkModulus.bulkModulus_sqrt_law' depends on axioms: [propext, Classical.choice, Quot.sound]
'SpinodalBulkModulus.compressed_branch' depends on axioms: [propext, Classical.choice, Quot.sound]
```

## How the proof follows the expansion

`slope_linear` rewrites the derivative of $P'$ as the limit of a difference quotient and uses `flat` to remove $P'(V_s)$. `bulkModulus_linear` multiplies this limit by $-V \to -V_s$.

`pressure_quadratic` is the L'Hôpital step. The facts `hP0` and `hg0` say that numerator and denominator tend to zero, and `hg` gives the derivative $2(V - V_s)$ of the denominator. The three remaining goals after `HasDerivAt.lhopital_zero_nhdsNE` are the derivative of the numerator, the fact that $2(V - V_s)$ is nonzero, and the limit of the quotient of derivatives, which is `slope_linear` divided by two.

`pressure_sign` uses the positive limit $a^2/2$: the scaled quantity is eventually positive, and multiplying it by $(V - V_s)^2 > 0$ preserves the sign.

In `bulkModulus_sq_div_pressure`, `.pow 2` squares the linear law and `.div` divides it by the quadratic one, which requires $a/2 \neq 0$. The equation `e` simplifies the limit to $2V_s^2 a$. The last lines cancel $(V - V_s)^2$, which is allowed because $V \neq V_s$.

`bulkModulus_sqrt_law` takes the absolute value of this limit and composes it with the continuous square root. `compressed_branch` restricts the earlier results to $V < V_s$. It obtains $B > 0$ as the product of two negative numbers, $B/(V - V_s)$ and $V - V_s$, and then removes the absolute values.

For the van der Waals fluid, `vdw_hasDerivAt` computes the slope at every reduced volume above $1/3$. `vdw_isSpinodal_witness` then checks the four conditions in turn. For `curved` it differentiates the explicit slope formula, which agrees with `deriv` near $V_s$, and for `nondegenerate` it uses $V_s \neq 1$.
